# The derivative of a matrix exponential as a block of a larger exponential

If a finite-dimensional quantum system evolves for a time τ under a constant Hamiltonian H, its propagator is exp(A) with A = −iHτ/ħ, and one may ask how it changes to first order when A becomes A + tB. The theorem `exp_auxMatrix` says that the exponential of the block matrix [[A, B], [0, A]] has exp(A) in both diagonal blocks, zero in the lower left, and the derivative of exp(A + tB) at t = 0 in the upper right. Here A and B are any complex square matrices of the same finite size, which need not commute or be Hermitian or anti-Hermitian, and t is complex. The attempt replaces the upper-left block by A + tB, which for t ≠ 0 puts the difference quotient (exp(A + tB) − exp(A))/t in the upper-right block of the exponential, and then goes to t = 0 by continuity.

The first attempt, which Lean rejects:

```lean
import Mathlib

open Matrix NormedSpace
open scoped Matrix.Norms.Operator

noncomputable section

namespace ExpAuxMatrix

variable {n : Type*} [Fintype n] [DecidableEq n]

/-- The auxiliary block matrix `[[A, B], [0, A]]` of a generator `A` and a perturbation `B`. -/
def auxMatrix (A B : Matrix n n ℂ) : Matrix (n ⊕ n) (n ⊕ n) ℂ :=
  fromBlocks A B 0 A

/-- The upper-right block of the exponential of the auxiliary matrix. -/
def stepDerivative (A B : Matrix n n ℂ) : Matrix n n ℂ :=
  (exp (auxMatrix A B)).toBlocks₁₂

/-- The ring homomorphism that sends a pair `(Y, X)` to `[[Y, c(Y - X)], [0, X]]`. -/
def differenceHom (c : ℂ) :
    Matrix n n ℂ × Matrix n n ℂ →+* Matrix (n ⊕ n) (n ⊕ n) ℂ where
  toFun p := fromBlocks p.1 (c • (p.1 - p.2)) 0 p.2
  map_one' := by simp
  map_zero' := by simp
  map_mul' p q := by
    simp only [fromBlocks_multiply, Prod.fst_mul, Prod.snd_mul, Matrix.mul_zero,
      Matrix.zero_mul, add_zero, zero_add, Matrix.mul_smul, Matrix.smul_mul, smul_zero]
    congr 1
    rw [← smul_add]
    congr 1
    noncomm_ring
  map_add' p q := by
    simp only [fromBlocks_add, Prod.fst_add, Prod.snd_add, add_zero]
    congr 1
    module

/-- The matrix exponential is continuous. -/
theorem continuous_exp {m : Type*} [Fintype m] [DecidableEq m] :
    Continuous (exp : Matrix m m ℂ → Matrix m m ℂ) := by
  let _ : NormedAlgebra ℚ (Matrix m m ℂ) := NormedAlgebra.restrictScalars ℚ ℂ _
  exact NormedSpace.exp_continuous

/-- The exponential of `[[Y, c(Y - X)], [0, X]]` has the same form, with `X` and `Y` replaced
by their exponentials. -/
theorem exp_difference (X Y : Matrix n n ℂ) (c : ℂ) :
    exp (fromBlocks Y (c • (Y - X)) 0 X) =
      fromBlocks (exp Y) (c • (exp Y - exp X)) 0 (exp X) := by
  let _ : NormedAlgebra ℚ (Matrix n n ℂ) := NormedAlgebra.restrictScalars ℚ ℂ _
  have hc : Continuous (differenceHom (n := n) c) :=
    Continuous.matrix_fromBlocks continuous_fst
      ((continuous_fst.sub continuous_snd).const_smul c) continuous_const continuous_snd
  -- a continuous ring homomorphism commutes with the exponential
  have h := NormedSpace.map_exp (differenceHom c) hc (Y, X)
  have h1 : (exp (Y, X)).1 = exp Y :=
    NormedSpace.map_exp (RingHom.fst (Matrix n n ℂ) (Matrix n n ℂ)) continuous_fst (Y, X)
  have h2 : (exp (Y, X)).2 = exp X :=
    NormedSpace.map_exp (RingHom.snd (Matrix n n ℂ) (Matrix n n ℂ)) continuous_snd (Y, X)
  change fromBlocks (exp (Y, X)).1 (c • ((exp (Y, X)).1 - (exp (Y, X)).2)) 0 (exp (Y, X)).2 =
    exp (fromBlocks Y (c • (Y - X)) 0 X) at h
  rw [h1, h2] at h
  exact h.symm

/-- For `t ≠ 0`, the exponential of `[[A + tB, B], [0, A]]` holds the difference quotient
`(exp(A + tB) - exp A) / t` in its upper-right block. -/
theorem exp_finite_difference (A B : Matrix n n ℂ) {t : ℂ} (ht : t ≠ 0) :
    exp (fromBlocks (A + t • B) B 0 A) =
      fromBlocks (exp (A + t • B)) (t⁻¹ • (exp (A + t • B) - exp A)) 0 (exp A) := by
  have h := exp_difference A (A + t • B) t⁻¹
  rwa [add_sub_cancel_left, smul_smul, inv_mul_cancel₀ ht, one_smul] at h

/-- The exponential of `[[A, B], [0, A]]` has diagonal blocks `exp A`, a zero lower-left block,
and as upper-right block the derivative of `exp(A + tB)` at `t = 0`. -/
theorem exp_auxMatrix (A B : Matrix n n ℂ) :
    exp (auxMatrix A B) = fromBlocks (exp A) (stepDerivative A B) 0 (exp A) ∧
      HasDerivAt (fun t : ℂ => exp (A + t • B)) (stepDerivative A B) 0 := by
  have hY : Continuous fun t : ℂ => A + t • B :=
    continuous_const.add (continuous_id.smul continuous_const)
  have hF : Continuous fun t : ℂ => exp (fromBlocks (A + t • B) B 0 A) :=
    continuous_exp.comp
      (hY.matrix_fromBlocks continuous_const continuous_const continuous_const)
  have hL : Continuous fun t : ℂ => (exp (fromBlocks (A + t • B) B 0 A)).toBlocks₁₂ :=
    hF.matrix_submatrix Sum.inl Sum.inr
  constructor
  · -- the block form holds for t ≠ 0 and extends to t = 0 by continuity
    have h := Continuous.ext_on (dense_compl_singleton (0 : ℂ)) hF
      ((continuous_exp.comp hY).matrix_fromBlocks hL continuous_const continuous_const)
      (fun t ht => by
        have h := exp_finite_difference A B (t := t) ht
        simp only [h, toBlocks_fromBlocks₁₂, Function.comp_apply])
    have h0 := congrFun h 0
    simp only [Function.comp_apply, zero_smul, add_zero] at h0
    exact h0
  · -- the difference quotient is a block of a continuous function of t
    rw [hasDerivAt_iff_tendsto_slope]
    have h0 := (hL.tendsto 0).mono_left (nhdsWithin_le_nhds (s := {0}ᶜ))
    simp only [zero_smul, add_zero] at h0
    refine h0.congr' ?_
    filter_upwards [self_mem_nhdsWithin] with t ht
    rw [exp_finite_difference A B ht, toBlocks_fromBlocks₁₂]
    simp [slope]

end ExpAuxMatrix
```

Compiling this gives:

```
Main.lean:88:19: error: unsolved goals
n : Type u_1
inst✝¹ : Fintype n
inst✝ : DecidableEq n
A B : Matrix n n ℂ
hY : Continuous fun t => A + t • B
hF : Continuous fun t => exp (fromBlocks (A + t • B) B 0 A)
hL : Continuous fun t => (exp (fromBlocks (A + t • B) B 0 A)).toBlocks₁₂
t : ℂ
ht : t ∈ {0}ᶜ
h : exp (fromBlocks (A + t • B) B 0 A) = fromBlocks (exp (A + t • B)) (t⁻¹ • (exp (A + t • B) - exp A)) 0 (exp A)
⊢ fromBlocks (exp (A + t • B)) (t⁻¹ • (exp (A + t • B) - exp A)) 0 (exp A) =
    fromBlocks (exp (A + t • B)) (t⁻¹ • (exp (A + t • B) - exp A)) ?m.252 ?m.257
Main.lean:95:8: error: Tactic `rewrite` failed: Did not find an occurrence of the pattern
  @HasDerivAt ?m.271 ?m.272 ?m.273 NormedAddCommGroup.toAddCommGroup toModule
    PseudoMetricSpace.toUniformSpace.toTopologicalSpace ⋯ ?m.276 ?m.277 ?m.278
in the target expression
  @HasDerivAt ℂ DenselyNormedField.toNontriviallyNormedField (Matrix n n ℂ) addCommGroup module
    instTopologicalSpaceMatrix ⋯ (fun t => exp (A + t • B)) (stepDerivative A B) 0

case right
n : Type u_1
inst✝¹ : Fintype n
inst✝ : DecidableEq n
A B : Matrix n n ℂ
hY : Continuous fun t => A + t • B
hF : Continuous fun t => exp (fromBlocks (A + t • B) B 0 A)
hL : Continuous fun t => (exp (fromBlocks (A + t • B) B 0 A)).toBlocks₁₂
⊢ HasDerivAt (fun t => exp (A + t • B)) (stepDerivative A B) 0
```

The change, after which it compiles:

```diff
@@ -84,20 +84,23 @@
   constructor
   · -- the block form holds for t ≠ 0 and extends to t = 0 by continuity
-    have h := Continuous.ext_on (dense_compl_singleton (0 : ℂ)) hF
-      ((continuous_exp.comp hY).matrix_fromBlocks hL continuous_const continuous_const)
-      (fun t ht => by
-        have h := exp_finite_difference A B (t := t) ht
-        simp only [h, toBlocks_fromBlocks₁₂, Function.comp_apply])
+    have hG : Continuous fun t : ℂ => fromBlocks (exp (A + t • B))
+        (exp (fromBlocks (A + t • B) B 0 A)).toBlocks₁₂ (0 : Matrix n n ℂ) (exp A) :=
+      (continuous_exp.comp hY).matrix_fromBlocks hL continuous_const continuous_const
+    have h := Continuous.ext_on (dense_compl_singleton (0 : ℂ)) hF hG (fun t ht => by
+      have h := exp_finite_difference A B (t := t) ht
+      simp only [h, toBlocks_fromBlocks₁₂])
     have h0 := congrFun h 0
-    simp only [Function.comp_apply, zero_smul, add_zero] at h0
+    simp only [zero_smul, add_zero] at h0
     exact h0
   · -- the difference quotient is a block of a continuous function of t
-    rw [hasDerivAt_iff_tendsto_slope]
-    have h0 := (hL.tendsto 0).mono_left (nhdsWithin_le_nhds (s := {0}ᶜ))
-    simp only [zero_smul, add_zero] at h0
-    refine h0.congr' ?_
-    filter_upwards [self_mem_nhdsWithin] with t ht
-    rw [exp_finite_difference A B ht, toBlocks_fromBlocks₁₂]
-    simp [slope]
+    have key : Filter.Tendsto (slope (fun t : ℂ => exp (A + t • B)) 0)
+        (nhdsWithin 0 {0}ᶜ) (nhds (stepDerivative A B)) := by
+      have h0 := (hL.tendsto 0).mono_left (nhdsWithin_le_nhds (s := {0}ᶜ))
+      simp only [zero_smul, add_zero] at h0
+      refine h0.congr' ?_
+      filter_upwards [self_mem_nhdsWithin] with t ht
+      rw [exp_finite_difference A B ht, toBlocks_fromBlocks₁₂]
+      simp [slope]
+    exact hasDerivAt_iff_tendsto_slope.mpr key
 
 end ExpAuxMatrix
```

Diagnosis. The first message shows two blocks still unknown, `?m.252` and `?m.257`, where `0` and `exp A` should stand. The two uses of `continuous_const` did not say which constants they were about, and `simp only` left the unknowns unfilled. The repair states the whole function in `hG`, with both constants written out. As `hG` is written without a composition, `Function.comp_apply` is no longer needed, and dropping it is tidying.

The second message says that `rw` could not find the left side of `hasDerivAt_iff_tendsto_slope` in the goal. The lemma's pattern takes its additive group, module and topology from a normed space, while the goal has the matrices' own instances of these. The two agree by definition, but `rw` did not unfold enough to see it. The repair first proves the limit of the slope as `key`, by the same steps as before, and then gives `hasDerivAt_iff_tendsto_slope.mpr key` to `exact`, which checks the result against the goal up to definitional equality and accepts it.
